# For orthonormal bands, the non-abelian quantum geometric tensor is positive semidefinite and gauge covariant

Let the $m$ columns of $A$ be orthonormal occupied states at one point of parameter space, and let $D_a$ hold their first derivatives in direction $a$. The blocks

$$Q_{ab}=D_a^\dagger(1-AA^\dagger)D_b$$

together form a positive semidefinite matrix. If the occupied states are mixed by a unitary $U$, so that $A\to AU$ and $D_a\to D_aU+AX_a$ with any $m\times m$ matrices $X_a$, then $Q_{ab}\to U^\dagger Q_{ab}U$.

For non-interacting electrons in a finite orthonormal basis that does not change with the parameters, the real part of $\operatorname{tr}Q_{ab}$ is the quantum metric of the occupied bands, and the imaginary part is half their Berry curvature, up to a sign convention.

## The tensor and its blocks

In Lean 4 with Mathlib:

```lean
import Mathlib

open Matrix
open scoped ComplexOrder

namespace NonabelianGeometricTensor

variable {n m ι p q : Type*} [Fintype n] [DecidableEq n] [Fintype m] [DecidableEq m]
```

The types `n` and `m` label basis states and bands; in the prose, $n$ and $m$ are their numbers. Directions are labelled by `ι`.

```lean
/-- The quantum geometric tensor `Dᴴ (1 - A Aᴴ) E` of the band frame `A` for two
derivative matrices `D` and `E`. -/
def geomTensor (A : Matrix n m ℂ) (D : Matrix n p ℂ) (E : Matrix n q ℂ) : Matrix p q ℂ :=
  Dᴴ * (1 - A * Aᴴ) * E
```

`Matrix n m ℂ` is a complex $n\times m$ matrix and `ᴴ` is the dagger. This defines $Q(D,E)=D^\dagger(1-AA^\dagger)E$. Here $E$ is another matrix of first derivatives, not an energy.

```lean
/-- The full tensor as one matrix, indexed by pairs (direction, band), with blocks
`Q_ab = D_aᴴ (1 - A Aᴴ) D_b`. -/
def blockTensor (A : Matrix n m ℂ) (D : ι → Matrix n m ℂ) : Matrix (ι × m) (ι × m) ℂ :=
  Matrix.of fun r s => geomTensor A (D r.1) (D s.1) r.2 s.2
```

A row of the full tensor is a pair (direction, band), so the entry at $(a,k),(b,l)$ is $(Q_{ab})_{kl}$.

```lean
/-- The derivative matrices of all directions, placed side by side. -/
def sideBySide (D : ι → Matrix n m ℂ) : Matrix n (ι × m) ℂ :=
  Matrix.of fun i r => D r.1 i r.2
```

This is the wide matrix $S=(D_1\,D_2\cdots)$.

## Projected derivatives and positivity

```lean
/-- For orthonormal bands, the projector onto the empty space annihilates the band frame. -/
theorem empty_mul_frame {A : Matrix n m ℂ} (hA : Aᴴ * A = 1) : (1 - A * Aᴴ) * A = 0 := by
  rw [Matrix.sub_mul, Matrix.one_mul, Matrix.mul_assoc, hA, Matrix.mul_one, sub_self]
```

The hypothesis `hA` says $A^\dagger A=1$. Hence $(1-AA^\dagger)A=A-A(A^\dagger A)=0$.

```lean
/-- For orthonormal bands, the tensor is the overlap matrix of the derivatives after
projection onto the empty space. -/
theorem geomTensor_eq_overlap {A : Matrix n m ℂ} (hA : Aᴴ * A = 1)
    (D : Matrix n p ℂ) (E : Matrix n q ℂ) :
    geomTensor A D E = ((1 - A * Aᴴ) * D)ᴴ * ((1 - A * Aᴴ) * E) := by
  have hH : (1 - A * Aᴴ)ᴴ = 1 - A * Aᴴ := by
    simp [Matrix.conjTranspose_mul]
  -- the complement of the occupied projector is idempotent
  have hI : (1 - A * Aᴴ) * (1 - A * Aᴴ) = 1 - A * Aᴴ := by
    rw [Matrix.mul_sub, Matrix.mul_one, ← Matrix.mul_assoc, empty_mul_frame hA,
      Matrix.zero_mul, sub_zero]
  rw [geomTensor, Matrix.conjTranspose_mul, hH,
    Matrix.mul_assoc Dᴴ (1 - A * Aᴴ) ((1 - A * Aᴴ) * E),
    ← Matrix.mul_assoc (1 - A * Aᴴ) (1 - A * Aᴴ) E, hI]
  exact Matrix.mul_assoc _ _ _
```

Write $R=1-AA^\dagger$. Then $R^\dagger=R$, and $R^2=R-(RA)A^\dagger=R$ by the previous result. So $D^\dagger RE=D^\dagger R^\dagger RE=(RD)^\dagger(RE)$. In the proof, `hH` and `hI` are these two properties, and `rw` substitutes them.

```lean
omit [DecidableEq m] in
/-- The full tensor is the geometric tensor of the derivatives placed side by side. -/
theorem blockTensor_eq (A : Matrix n m ℂ) (D : ι → Matrix n m ℂ) :
    blockTensor A D = geomTensor A (sideBySide D) (sideBySide D) := by
  ext ⟨a, k⟩ ⟨b, l⟩
  simp only [blockTensor, geomTensor, sideBySide, Matrix.of_apply, Matrix.mul_apply,
    Matrix.conjTranspose_apply]
```

Comparing entries shows that the full tensor is $S^\dagger RS$.

```lean
/-- For orthonormal bands, the non-abelian quantum geometric tensor, taken as one matrix
over directions and bands, is positive semidefinite. -/
theorem blockTensor_posSemidef [Fintype ι] {A : Matrix n m ℂ} (hA : Aᴴ * A = 1)
    (D : ι → Matrix n m ℂ) : (blockTensor A D).PosSemidef := by
  rw [blockTensor_eq, geomTensor_eq_overlap hA]
  exact Matrix.posSemidef_conjTranspose_mul_self _
```

`PosSemidef` means Hermitian with a non-negative quadratic form. The two preceding results give $S^\dagger RS=(RS)^\dagger(RS)$, and $x^\dagger(RS)^\dagger(RS)x=\|RSx\|^2\ge0$.

Orthogonal, non-zero columns are not enough without normalisation: for $n=m=1$, $A=2$ and $D=1$, the tensor is $1-4=-3$.

```lean
/-- For orthonormal bands, the quadratic form of the full tensor vanishes at `x` exactly when
the combined change `∑ D_a x_a` lies in the occupied space. -/
theorem blockTensor_null_iff [Fintype ι] {A : Matrix n m ℂ} (hA : Aᴴ * A = 1)
    (D : ι → Matrix n m ℂ) (x : ι × m → ℂ) :
    star x ⬝ᵥ (blockTensor A D *ᵥ x) = 0 ↔
      ∃ c : m → ℂ, ∑ a, D a *ᵥ (fun k => x (a, k)) = A *ᵥ c := by
  have hS : sideBySide D *ᵥ x = ∑ a, D a *ᵥ (fun k => x (a, k)) := by
    ext i
    simp [sideBySide, Matrix.mulVec, dotProduct, Fintype.sum_prod_type, Finset.sum_apply]
  -- the quadratic form is the squared length of the projected change
  rw [blockTensor_eq, geomTensor_eq_overlap hA, ← Matrix.mulVec_mulVec,
    Matrix.dotProduct_mulVec, ← Matrix.star_mulVec, dotProduct_star_self_eq_zero,
    ← Matrix.mulVec_mulVec, hS]
  constructor
  · intro h
    rw [Matrix.sub_mulVec, Matrix.one_mulVec, sub_eq_zero, ← Matrix.mulVec_mulVec] at h
    exact ⟨_, h⟩
  · rintro ⟨c, hc⟩
    rw [hc, Matrix.mulVec_mulVec, empty_mul_frame hA, Matrix.zero_mulVec]
```

Here `*ᵥ` applies a matrix to a vector, and `star x ⬝ᵥ` supplies $x^\dagger$. With $v=Sx=\sum_aD_ax_a$, the quadratic form is $\|Rv\|^2$. If it vanishes, then $v=A(A^\dagger v)$, so $c=A^\dagger v$ works. Conversely, $v=Ac$ gives $Rv=RAc=0$. The null vectors are thus the coefficient vectors $x$ whose combined change $Sx$ lies in the occupied space.

## Mixing the occupied states

```lean
/-- Gauge covariance: for orthonormal bands and unitary `U`, replacing `A` by `A U` and each
derivative `D_a` by `D_a U + A X_a` turns `Q_ab` into `Uᴴ Q_ab U`. -/
theorem geomTensor_gauge {A : Matrix n m ℂ} (hA : Aᴴ * A = 1) {U : Matrix m m ℂ}
    (hU : U ∈ Matrix.unitaryGroup m ℂ) (D : ι → Matrix n m ℂ) (X : ι → Matrix m m ℂ)
    (a b : ι) :
    geomTensor (A * U) (D a * U + A * X a) (D b * U + A * X b) =
      Uᴴ * geomTensor A (D a) (D b) * U := by
  have hU' : U * Uᴴ = 1 := Matrix.mem_unitaryGroup_iff.mp hU
  -- the occupied projector does not depend on the gauge
  have hP : A * U * (A * U)ᴴ = A * Aᴴ := by
    rw [Matrix.conjTranspose_mul, Matrix.mul_assoc, ← Matrix.mul_assoc U, hU',
      Matrix.one_mul]
  -- the terms `A X_a` are projected out
  have h (c : ι) : (1 - A * Aᴴ) * (D c * U + A * X c) = (1 - A * Aᴴ) * D c * U := by
    rw [Matrix.mul_add, ← Matrix.mul_assoc _ (D c) U, ← Matrix.mul_assoc _ A (X c),
      empty_mul_frame hA, Matrix.zero_mul, add_zero]
  have hG : geomTensor (A * U) (D a * U + A * X a) (D b * U + A * X b) =
      geomTensor A (D a * U + A * X a) (D b * U + A * X b) := by
    rw [geomTensor, hP, geomTensor]
  rw [hG, geomTensor_eq_overlap hA, h a, h b, geomTensor_eq_overlap hA,
    Matrix.conjTranspose_mul _ U]
  simp only [Matrix.mul_assoc]
```

The proof has three steps:

- `hP`: the projector is unchanged, since $AU(AU)^\dagger=AUU^\dagger A^\dagger=AA^\dagger$.
- `h`: the added term drops out, since $R(D_aU+AX_a)=RD_aU$.
- The overlap form then gives $(RD_aU)^\dagger(RD_bU)=U^\dagger Q_{ab}U$.

The theorem takes $D_a$ and $X_a$ as arbitrary matrices. The step to a real band structure is to identify $D_a$ with $\partial_aA$ for a differentiable frame; the product rule then gives $X_a=\partial_aU$.

In a calculation with a gapped Hamiltonian matrix $H$, perturbation theory supplies the column of $D_a$ for occupied state $u_k$ as

$$\sum_{c\ \text{empty}}u_c\,\frac{\langle u_c|\partial_aH|u_k\rangle}{\varepsilon_k-\varepsilon_c},$$

where $u_c$ are the empty eigenstates and $\varepsilon$ the eigenvalues. The occupied part of the derivative is left out. It has the form $AX_a$, so $Q_{ab}$ is the same without it.

```lean
/-- For orthonormal bands, the band trace of each `Q_ab` is unchanged by a unitary gauge
transformation. -/
theorem trace_gauge_invariant {A : Matrix n m ℂ} (hA : Aᴴ * A = 1) {U : Matrix m m ℂ}
    (hU : U ∈ Matrix.unitaryGroup m ℂ) (D : ι → Matrix n m ℂ) (X : ι → Matrix m m ℂ)
    (a b : ι) :
    (geomTensor (A * U) (D a * U + A * X a) (D b * U + A * X b)).trace =
      (geomTensor A (D a) (D b)).trace := by
  have hU' : U * Uᴴ = 1 := Matrix.mem_unitaryGroup_iff.mp hU
  rw [geomTensor_gauge hA hU, Matrix.trace_mul_comm, ← Matrix.mul_assoc, hU',
    Matrix.one_mul]
```

Cyclicity gives $\operatorname{tr}(U^\dagger Q_{ab}U)=\operatorname{tr}(UU^\dagger Q_{ab})=\operatorname{tr}Q_{ab}$.

## Curvature bounded by the metric

```lean
/-- Trace inequality: for orthonormal bands, twice the modulus of the imaginary part of
`tr Q(D,E)` is at most the sum of the real parts of `tr Q(D,D)` and `tr Q(E,E)`. -/
theorem trace_inequality {A : Matrix n m ℂ} (hA : Aᴴ * A = 1) (D E : Matrix n m ℂ) :
    2 * |(geomTensor A D E).trace.im| ≤
      (geomTensor A D D).trace.re + (geomTensor A E E).trace.re := by
  have key (M : Matrix n m ℂ) : 0 ≤ (Mᴴ * M).trace.re := by
    simp only [Matrix.trace, Matrix.diag_apply, Matrix.mul_apply,
      Matrix.conjTranspose_apply, Complex.re_sum]
    refine Finset.sum_nonneg fun i _ => Finset.sum_nonneg fun j _ => ?_
    simp only [Complex.star_def, Complex.mul_re, Complex.conj_re, Complex.conj_im]
    nlinarith [mul_self_nonneg (M j i).re, mul_self_nonneg (M j i).im]
  have pos (F : Matrix n m ℂ) : 0 ≤ (geomTensor A F F).trace.re := by
    rw [geomTensor_eq_overlap hA]
    exact key _
  have swap : (geomTensor A E D).trace = star (geomTensor A D E).trace := by
    rw [← Matrix.trace_conjTranspose]
    simp [geomTensor, Matrix.conjTranspose_mul, Matrix.mul_assoc]
  have expand (z : ℂ) : (geomTensor A (D + z • E) (D + z • E)).trace =
      (geomTensor A D D).trace + z * (geomTensor A D E).trace +
        star z * (geomTensor A E D).trace + star z * z * (geomTensor A E E).trace := by
    simp only [geomTensor, Matrix.conjTranspose_add, Matrix.conjTranspose_smul,
      Matrix.add_mul, Matrix.mul_add, Matrix.smul_mul, Matrix.mul_smul,
      Matrix.trace_add, Matrix.trace_smul, smul_eq_mul]
    ring
  -- positivity for the two circular combinations `D ± i E`
  have h1 := pos (D + Complex.I • E)
  have h2 := pos (D + (-Complex.I) • E)
  rw [expand, swap] at h1 h2
  simp at h1 h2
  have h3 : |(geomTensor A D E).trace.im| ≤
      ((geomTensor A D D).trace.re + (geomTensor A E E).trace.re) / 2 :=
    abs_le.mpr ⟨by linarith, by linarith⟩
  linarith
```

Set $t=\operatorname{tr}Q(D,E)$, so that $\operatorname{tr}Q(E,D)=\bar t$ (`swap`). The trace of $Q(F,F)$ is a sum of squared moduli (`key`, `pos`). Taking $F=D\pm iE$ and multiplying out (`expand`) gives

$$0\le\operatorname{tr}Q(D,D)+\operatorname{tr}Q(E,E)\mp2\operatorname{Im}t.$$

The two signs together bound $2|\operatorname{Im}t|$. For derivatives along two Cartesian directions, this bounds the magnitude of the Berry curvature by the trace of the metric.

```lean
/-- In a doubled band space, the frame `(1; 0)` is orthonormal, and derivatives `(0; K)` and
`(0; L)` have the geometric tensor `Kᴴ L`. -/
theorem geomTensor_witness :
    (fromRows (1 : Matrix m m ℂ) (0 : Matrix m m ℂ))ᴴ *
      fromRows (1 : Matrix m m ℂ) (0 : Matrix m m ℂ) = 1 ∧
    ∀ K L : Matrix m m ℂ,
      geomTensor (fromRows (1 : Matrix m m ℂ) (0 : Matrix m m ℂ))
        (fromRows (0 : Matrix m m ℂ) K) (fromRows (0 : Matrix m m ℂ) L) = Kᴴ * L := by
  have ov (K L K' L' : Matrix m m ℂ) :
      (fromRows K L)ᴴ * fromRows K' L' = Kᴴ * K' + Lᴴ * L' := by
    ext i j
    simp [Matrix.mul_apply, Fintype.sum_sum_type]
  refine ⟨by rw [ov]; simp, fun K L => ?_⟩
  rw [geomTensor, Matrix.mul_sub, Matrix.mul_one, Matrix.sub_mul, ← Matrix.mul_assoc,
    ov, ov]
  simp
```

`fromRows` stacks one block above another. With $A=\binom10$, the projector $R$ keeps only the lower block, so $\binom0K$ and $\binom0L$ have the tensor $K^\dagger L$.

```lean
/-- The trace inequality is sharp: the frame `(1; 0)` with derivatives `(0; 1)` and `(0; i)`
gives equality. -/
theorem trace_inequality_sharp :
    let A := fromRows (1 : Matrix m m ℂ) (0 : Matrix m m ℂ)
    let D := fromRows (0 : Matrix m m ℂ) (1 : Matrix m m ℂ)
    let E := fromRows (0 : Matrix m m ℂ) (Complex.I • (1 : Matrix m m ℂ))
    2 * |(geomTensor A D E).trace.im| =
      (geomTensor A D D).trace.re + (geomTensor A E E).trace.re := by
  intro A D E
  have h := (geomTensor_witness (m := m)).2
  have h1 : (geomTensor A D E).trace = Complex.I * (Fintype.card m : ℂ) := by
    have e : geomTensor A D E =
        (1 : Matrix m m ℂ)ᴴ * (Complex.I • (1 : Matrix m m ℂ)) := h _ _
    rw [e]
    simp [Matrix.trace_smul]
  have h2 : (geomTensor A D D).trace = (Fintype.card m : ℂ) := by
    have e : geomTensor A D D = (1 : Matrix m m ℂ)ᴴ * (1 : Matrix m m ℂ) := h _ _
    rw [e]
    simp
  have h3 : (geomTensor A E E).trace = (Fintype.card m : ℂ) := by
    have e : geomTensor A E E = (Complex.I • (1 : Matrix m m ℂ))ᴴ *
        (Complex.I • (1 : Matrix m m ℂ)) := h _ _
    rw [e]
    simp [Matrix.conjTranspose_smul, smul_smul]
  rw [h1, h2, h3]
  simp [two_mul]

end NonabelianGeometricTensor
```

Choosing $K=1$ and $L=i$ gives $\operatorname{tr}Q(D,E)=im$ and $\operatorname{tr}Q(D,D)=\operatorname{tr}Q(E,E)=m$. Both sides of the inequality equal $2m$, so equality occurs for every number of bands.

```lean
#print axioms NonabelianGeometricTensor.blockTensor_posSemidef
#print axioms NonabelianGeometricTensor.trace_gauge_invariant
#print axioms NonabelianGeometricTensor.trace_inequality
#print axioms NonabelianGeometricTensor.trace_inequality_sharp
```

```
'NonabelianGeometricTensor.blockTensor_posSemidef' depends on axioms: [propext, Classical.choice, Quot.sound]
'NonabelianGeometricTensor.trace_gauge_invariant' depends on axioms: [propext, Classical.choice, Quot.sound]
'NonabelianGeometricTensor.trace_inequality' depends on axioms: [propext, Classical.choice, Quot.sound]
'NonabelianGeometricTensor.trace_inequality_sharp' depends on axioms: [propext, Classical.choice, Quot.sound]
```
